# A breathing operator with $[K,A]=2wA$ for scale-invariant potentials in a harmonic trap

## Operators as elements of an algebra

Positions and momenta are taken here as elements of an arbitrary complex algebra, not as unbounded operators on a Hilbert space. Products and commutators are then always defined, and questions about domains, self-adjointness and normalisation are left to each representation.

Let $x_i,p_i$ be finitely many coordinates and momenta with $\hbar=1$ and unit masses. The $x_i$ commute among themselves, as do the $p_i$, and $[x_i,p_j]=i\delta_{ij}$, where $[a,b]=ab-ba$. For a potential $V$ and a number $w$, the trap frequency, define

$$H=\tfrac12\sum_i p_i^2+V,\quad C=\tfrac12\sum_i x_i^2,\quad D=\tfrac12\sum_i(x_ip_i+p_ix_i),$$

$$K=H+w^2C,\qquad A=H-w^2C+iwD.$$

$C$ measures the size of the system, $D$ generates dilations and $K$ is the Hamiltonian in the trap.

Two conditions are placed on $V$. It commutes with every $x_i$, as a function of position does, and $[D,V]=2iV$. The second condition stands for $V(\lambda x)=\lambda^{-2}V(x)$ for all $\lambda>0$: the potential scales like the kinetic energy.

## The statement in Lean

`breathing_mode` says that $KA-AK=2wA$ under these conditions. The algebra is `R`, the coordinates and momenta are families `x p : ι → R` over a finite index type, and `•` multiplies an operator by a complex number. `Canonical x p` holds the commutation relations and `ScaleInvariant x p V` the two conditions on $V$. The operators $C,D,H,K,A$ are `sizeOp`, `dilation`, `hamiltonian`, `trapped` and `breathing`. The number $w$ may be complex; a physical trap has $w>0$, the same for all coordinates.

The scaling condition is derived for sums of inverse squares of invertible linear forms in the coordinates, which include $1/x_i^2$ and $1/(x_i-x_j)^2$. `inverse_square_breathing` is the one-particle case $V=g\,x^{-2}$, with `y` as the two-sided inverse of $x$.

For particles with such inverse-square interactions in an isotropic harmonic trap, the relation links an energy eigenstate $v$ to a level exactly $2w$ higher, provided that $Av$ is nonzero and is an admissible state, obeying the same boundary conditions as $v$. Other levels may lie between the two. A simulation can be tested against such pairs of levels.

## From scaling weights to the commutator

The canonical relations give

$$[D,x_j]=\tfrac12\sum_i\big(x_i[p_i,x_j]+[p_i,x_j]x_i\big)=-ix_j,$$

and likewise $[D,p_j]=ip_j$. If $[D,a]=ca$, then $[D,a^2]=[D,a]a+a[D,a]=2c\,a^2$. Summing the squares and using the condition on $V$,

$$[D,H]=2iH,\qquad [D,C]=-2iC.$$

Next, $[C,p_j]=\tfrac12(x_j\,i+i\,x_j)=ix_j$ and $[C,V]=0$, so

$$[C,H]=\tfrac12\sum_j\big(ix_jp_j+p_j\,ix_j\big)=iD.$$

Expanding the commutator of $K$ and $A$,

$$[K,A]=2w^2[C,H]-iw[D,H]-iw^3[D,C]$$
$$=2iw^2D+2wH-2w^3C=2wA.$$

For the inverse-square potentials, let $q$ be an invertible linear form in the coordinates. Then $[D,q]=-iq$, and

$$[D,q^{-1}]=-q^{-1}[D,q]q^{-1}=iq^{-1},$$

so $[D,q^{-2}]=2iq^{-2}$. Since $q$ commutes with every $x_i$, so does $q^{-1}$.

## Levels and the oscillation of the size

If $Kv=Ev$, then $KAv=(AK+2wA)v=(E+2w)Av$. Repeating this gives $KA^nv=(E+2nw)A^nv$, although $A^nv$ may vanish.

For the size operator, $[K,C]=[H,C]=-iD$, hence

$$[K,[K,C]]=i[D,H]+iw^2[D,C]=-2H+2w^2C=4w^2C-2K.$$

In the Heisenberg picture this reads $\ddot C=2K-4w^2C$, an oscillation at frequency $2w$ for $w>0$.

## One particle with $g=w=1$

On smooth functions of $x>0$, take $p=-i\,d/dx$ and $\psi=x^2e^{-x^2/2}$. Differentiating twice,

$$-\tfrac12\psi''=\left(-1+\tfrac52x^2-\tfrac12x^4\right)e^{-x^2/2}.$$

Adding $\psi/x^2+x^2\psi/2$ gives $K\psi=\tfrac52\psi$. With $iD=x\,d/dx+\tfrac12$,

$$(H-C)\psi=iD\psi=\left(\tfrac52x^2-x^4\right)e^{-x^2/2},$$

so $A\psi=(5x^2-2x^4)e^{-x^2/2}$, which has eigenvalue $\tfrac52+2=\tfrac92$.

## The lowering operator

Replacing $w$ by $-w$ leaves $K$ unchanged and turns $A$ into $B=H-w^2C-iwD$. The same argument gives $[K,B]=-2wB$. In the example $B\psi=0$.

## The complete file

```lean
import Mathlib

open Complex

namespace ScaleInvariantBreathing

noncomputable section

variable {R : Type*} [Ring R] [Algebra ℂ R]
variable {ι : Type*} [Fintype ι] [DecidableEq ι]

/-- Canonical commutation relations for finitely many coordinates and momenta, with `ℏ = 1`. -/
structure Canonical (x p : ι → R) : Prop where
  xp : ∀ i j, x i * p j - p j * x i = if i = j then I • (1 : R) else 0
  xx : ∀ i j, Commute (x i) (x j)
  pp : ∀ i j, Commute (p i) (p j)

/-- The size operator `C = ∑ xᵢ² / 2`. -/
def sizeOp (x : ι → R) : R := ∑ i, (1 / 2 : ℂ) • x i ^ 2

/-- The generator of dilations `D = ∑ (xᵢ pᵢ + pᵢ xᵢ) / 2`. -/
def dilation (x p : ι → R) : R := ∑ i, (1 / 2 : ℂ) • (x i * p i + p i * x i)

/-- The Hamiltonian without trap, `H = ∑ pᵢ² / 2 + V`, for unit masses. -/
def hamiltonian (p : ι → R) (V : R) : R := (∑ i, (1 / 2 : ℂ) • p i ^ 2) + V

/-- The Hamiltonian in a harmonic trap, `K = H + w² C`. -/
def trapped (x p : ι → R) (V : R) (w : ℂ) : R := hamiltonian p V + w ^ 2 • sizeOp x

/-- The breathing operator `A = H - w² C + i w D`. -/
def breathing (x p : ι → R) (V : R) (w : ℂ) : R :=
  hamiltonian p V - w ^ 2 • sizeOp x + (I * w) • dilation x p

/-- A scale-invariant potential commutes with the coordinates and scales under dilations
like the kinetic energy. -/
structure ScaleInvariant (x p : ι → R) (V : R) : Prop where
  comm : ∀ i, Commute V (x i)
  scaling : dilation x p * V - V * dilation x p = (2 * I) • V

/-- The square of an operator of scaling weight `c` has scaling weight `2c`. -/
theorem weight_sq {D a : R} {c : ℂ} (h : D * a - a * D = c • a) :
    D * a ^ 2 - a ^ 2 * D = (2 * c) • a ^ 2 := by
  calc D * a ^ 2 - a ^ 2 * D = (D * a - a * D) * a + a * (D * a - a * D) := by noncomm_ring
    _ = (2 * c) • a ^ 2 := by
      rw [h, smul_mul_assoc, mul_smul_comm, ← pow_two]
      module

/-- A linear combination of operators of scaling weight `c` has scaling weight `c`. -/
theorem weight_sum {κ : Type*} [Fintype κ] {D : R} {b : κ → R} {c : ℂ}
    (h : ∀ k, D * b k - b k * D = c • b k) (g : κ → ℂ) :
    D * (∑ k, g k • b k) - (∑ k, g k • b k) * D = c • ∑ k, g k • b k := by
  rw [Finset.mul_sum, Finset.sum_mul, ← Finset.sum_sub_distrib, Finset.smul_sum]
  refine Finset.sum_congr rfl fun k _ => ?_
  rw [mul_smul_comm, smul_mul_assoc, ← smul_sub, h, smul_comm]

/-- For canonical coordinates and momenta, `[D, xⱼ] = -i xⱼ` and `[D, pⱼ] = i pⱼ`. -/
theorem dilation_coordinates {x p : ι → R} (hc : Canonical x p) (j : ι) :
    dilation x p * x j - x j * dilation x p = (-I) • x j ∧
    dilation x p * p j - p j * dilation x p = I • p j := by
  constructor
  · have h : ∀ i, ((1 / 2 : ℂ) • (x i * p i + p i * x i)) * x j
        - x j * ((1 / 2 : ℂ) • (x i * p i + p i * x i)) = if i = j then (-I) • x j else 0 := by
      intro i
      have h2 : x i * x j - x j * x i = 0 := sub_eq_zero.mpr (hc.xx i j).eq
      have e : (x i * p i + p i * x i) * x j - x j * (x i * p i + p i * x i)
          = -(x i * (x j * p i - p i * x j)) - (x j * p i - p i * x j) * x i
            + (x i * x j - x j * x i) * p i + p i * (x i * x j - x j * x i) := by noncomm_ring
      rw [smul_mul_assoc, mul_smul_comm, ← smul_sub, e, hc.xp j i, h2]
      by_cases hij : i = j
      · subst hij
        simp only [if_true, mul_smul_comm, smul_mul_assoc, mul_one, one_mul, mul_zero, zero_mul]
        module
      · have hji : ¬ j = i := fun h => hij h.symm
        simp [hij, hji]
    rw [dilation, Finset.sum_mul, Finset.mul_sum, ← Finset.sum_sub_distrib,
      Finset.sum_congr rfl (fun i _ => h i)]
    simp
  · have h : ∀ i, ((1 / 2 : ℂ) • (x i * p i + p i * x i)) * p j
        - p j * ((1 / 2 : ℂ) • (x i * p i + p i * x i)) = if i = j then I • p j else 0 := by
      intro i
      have h2 : p i * p j - p j * p i = 0 := sub_eq_zero.mpr (hc.pp i j).eq
      have e : (x i * p i + p i * x i) * p j - p j * (x i * p i + p i * x i)
          = (x i * p j - p j * x i) * p i + p i * (x i * p j - p j * x i)
            + x i * (p i * p j - p j * p i) + (p i * p j - p j * p i) * x i := by noncomm_ring
      rw [smul_mul_assoc, mul_smul_comm, ← smul_sub, e, hc.xp i j, h2]
      by_cases hij : i = j
      · subst hij
        simp only [if_true, mul_smul_comm, smul_mul_assoc, mul_one, one_mul, mul_zero, zero_mul]
        module
      · simp [hij]
    rw [dilation, Finset.sum_mul, Finset.mul_sum, ← Finset.sum_sub_distrib,
      Finset.sum_congr rfl (fun i _ => h i)]
    simp

/-- For canonical variables and a scale-invariant potential, `[D, H] = 2i H`,
`[D, C] = -2i C` and `[C, H] = i D`. -/
theorem scaling_algebra {x p : ι → R} {V : R} (hc : Canonical x p)
    (hV : ScaleInvariant x p V) :
    dilation x p * hamiltonian p V - hamiltonian p V * dilation x p
      = (2 * I) • hamiltonian p V ∧
    dilation x p * sizeOp x - sizeOp x * dilation x p = (-(2 * I)) • sizeOp x ∧
    sizeOp x * hamiltonian p V - hamiltonian p V * sizeOp x = I • dilation x p := by
  refine ⟨?_, ?_, ?_⟩
  · have hT := weight_sum (b := fun i => p i ^ 2)
      (fun i => weight_sq (dilation_coordinates hc i).2) (fun _ => (1 / 2 : ℂ))
    rw [hamiltonian, smul_add, ← hT, ← hV.scaling, mul_add, add_mul]
    abel
  · have h := weight_sum (b := fun i => x i ^ 2)
      (fun i => weight_sq (dilation_coordinates hc i).1) (fun _ => (1 / 2 : ℂ))
    rw [mul_neg] at h
    exact h
  · -- the size operator shifts each momentum by its coordinate
    have hp : ∀ j, sizeOp x * p j - p j * sizeOp x = I • x j := by
      intro j
      have h : ∀ i, ((1 / 2 : ℂ) • x i ^ 2) * p j - p j * ((1 / 2 : ℂ) • x i ^ 2)
          = if i = j then I • x j else 0 := by
        intro i
        have e : x i ^ 2 * p j - p j * x i ^ 2
            = x i * (x i * p j - p j * x i) + (x i * p j - p j * x i) * x i := by noncomm_ring
        rw [smul_mul_assoc, mul_smul_comm, ← smul_sub, e, hc.xp i j]
        by_cases hij : i = j
        · subst hij
          simp only [if_true, mul_smul_comm, smul_mul_assoc, mul_one, one_mul]
          module
        · simp [hij]
      rw [sizeOp, Finset.sum_mul, Finset.mul_sum, ← Finset.sum_sub_distrib,
        Finset.sum_congr rfl (fun i _ => h i)]
      simp
    have hCV : sizeOp x * V = V * sizeOp x := by
      rw [sizeOp, Finset.sum_mul, Finset.mul_sum]
      refine Finset.sum_congr rfl fun i _ => ?_
      rw [smul_mul_assoc, mul_smul_comm, ((hV.comm i).pow_right 2).eq]
    rw [hamiltonian, mul_add, add_mul, hCV, add_sub_add_right_eq_sub, Finset.mul_sum,
      Finset.sum_mul, ← Finset.sum_sub_distrib, dilation, Finset.smul_sum]
    refine Finset.sum_congr rfl fun j _ => ?_
    have e : sizeOp x * p j ^ 2 - p j ^ 2 * sizeOp x
        = (sizeOp x * p j - p j * sizeOp x) * p j
          + p j * (sizeOp x * p j - p j * sizeOp x) := by noncomm_ring
    rw [mul_smul_comm, smul_mul_assoc, ← smul_sub, e, hp, smul_mul_assoc, mul_smul_comm]
    module

/-- Breathing mode: for canonical variables and a scale-invariant potential in a harmonic
trap, `K A - A K = 2 w A`. -/
theorem breathing_mode {x p : ι → R} {V : R} (hc : Canonical x p)
    (hV : ScaleInvariant x p V) (w : ℂ) :
    trapped x p V w * breathing x p V w - breathing x p V w * trapped x p V w
      = (2 * w) • breathing x p V w := by
  obtain ⟨hDH, hDC, hCH⟩ := scaling_algebra hc hV
  unfold trapped breathing
  generalize hamiltonian p V = H at *
  generalize sizeOp x = C at *
  generalize dilation x p = D at *
  -- only the three basic commutators survive
  have e : (H + w ^ 2 • C) * (H - w ^ 2 • C + (I * w) • D)
      - (H - w ^ 2 • C + (I * w) • D) * (H + w ^ 2 • C)
      = (2 * w ^ 2) • (C * H - H * C) - (I * w) • (D * H - H * D)
        - (I * w ^ 3) • (D * C - C * D) := by
    simp only [mul_add, add_mul, mul_sub, sub_mul, smul_mul_assoc, mul_smul_comm]
    module
  have e1 : (I * w) • ((2 * I) • H) = (-(2 * w)) • H := by
    rw [smul_smul]
    congr 1
    linear_combination (2 * w) * Complex.I_sq
  have e2 : (I * w ^ 3) • ((-(2 * I)) • C) = (2 * w ^ 3) • C := by
    rw [smul_smul]
    congr 1
    linear_combination (-(2 * w ^ 3)) * Complex.I_sq
  rw [e, hDH, hDC, hCH, e1, e2]
  module

/-- For canonical variables and a scale-invariant potential, if `K v = E v` then
`K (Aⁿ v) = (E + 2 n w) Aⁿ v`; the vector `Aⁿ v` may vanish. -/
theorem breathing_tower {M : Type*} [AddCommGroup M] [Module ℂ M] [Module R M]
    [IsScalarTower ℂ R M] {x p : ι → R} {V : R} (hc : Canonical x p)
    (hV : ScaleInvariant x p V) (w E : ℂ) (v : M) (hv : trapped x p V w • v = E • v) (n : ℕ) :
    trapped x p V w • (breathing x p V w ^ n • v)
      = (E + 2 * n * w) • (breathing x p V w ^ n • v) := by
  have h := breathing_mode hc hV w
  generalize trapped x p V w = K at *
  generalize breathing x p V w = A at *
  have hKA : K * A = A * K + (2 * w) • A := by rw [← h]; abel
  induction n with
  | zero => simpa using hv
  | succ n ih =>
    have s : A ^ (n + 1) • v = A • (A ^ n • v) := by rw [pow_succ', mul_smul]
    rw [s, ← mul_smul K A, hKA, add_smul, mul_smul A K, ih, smul_assoc,
      smul_comm A (E + 2 * (n : ℂ) * w), ← add_smul]
    congr 1
    push_cast
    ring

/-- For canonical variables and a scale-invariant potential, the size operator obeys
`[K, [K, C]] = 4 w² C - 2 K`. -/
theorem size_oscillation {x p : ι → R} {V : R} (hc : Canonical x p)
    (hV : ScaleInvariant x p V) (w : ℂ) :
    trapped x p V w * (trapped x p V w * sizeOp x - sizeOp x * trapped x p V w)
      - (trapped x p V w * sizeOp x - sizeOp x * trapped x p V w) * trapped x p V w
      = (4 * w ^ 2) • sizeOp x - (2 : ℂ) • trapped x p V w := by
  obtain ⟨hDH, hDC, hCH⟩ := scaling_algebra hc hV
  unfold trapped
  generalize hamiltonian p V = H at *
  generalize sizeOp x = C at *
  generalize dilation x p = D at *
  have e : (H + w ^ 2 • C) * C - C * (H + w ^ 2 • C) = (-I) • D := by
    rw [neg_smul, ← hCH, add_mul, mul_add, smul_mul_assoc, mul_smul_comm]
    abel
  have e' : (H + w ^ 2 • C) * ((-I) • D) - ((-I) • D) * (H + w ^ 2 • C)
      = I • (D * H - H * D) + (I * w ^ 2) • (D * C - C * D) := by
    simp only [mul_add, add_mul, smul_mul_assoc, mul_smul_comm]
    module
  have e1 : I • ((2 * I) • H) = (-2 : ℂ) • H := by
    rw [smul_smul]
    congr 1
    linear_combination 2 * Complex.I_sq
  have e2 : (I * w ^ 2) • ((-(2 * I)) • C) = (2 * w ^ 2) • C := by
    rw [smul_smul]
    congr 1
    linear_combination (-(2 * w ^ 2)) * Complex.I_sq
  rw [e, e', hDH, hDC, e1, e2]
  module

/-- For canonical variables, any combination of inverse squares of invertible linear forms
in the coordinates is a scale-invariant potential. -/
theorem inverse_square_scaleInvariant {κ : Type*} [Fintype κ] {x p : ι → R}
    (hc : Canonical x p) (a : κ → ι → ℂ) (y : κ → R) (g : κ → ℂ)
    (h1 : ∀ k, (∑ i, a k i • x i) * y k = 1) (h2 : ∀ k, y k * (∑ i, a k i • x i) = 1) :
    ScaleInvariant x p (∑ k, g k • y k ^ 2) := by
  constructor
  · intro i
    refine Commute.sum_left _ _ _ fun k _ => Commute.smul_left (Commute.pow_left ?_ 2) (g k)
    have hq : Commute (∑ l, a k l • x l) (x i) :=
      Commute.sum_left _ _ _ fun l _ => Commute.smul_left (hc.xx l i) (a k l)
    let u : Rˣ := ⟨∑ l, a k l • x l, y k, h1 k, h2 k⟩
    exact Commute.units_inv_left (show Commute (u : R) (x i) from hq)
  · refine weight_sum (b := fun k => y k ^ 2) (fun k => weight_sq ?_) g
    have hq := weight_sum (fun i => (dilation_coordinates hc i).1) (a k)
    have hl := h1 k
    have hr := h2 k
    generalize (∑ i, a k i • x i) = q at *
    generalize dilation x p = D at *
    -- inversion reverses the scaling weight
    have e : y k * (D * q - q * D) * y k = y k * D * (q * y k) - (y k * q) * D * y k := by
      noncomm_ring
    rw [hq, hl, hr, mul_one, one_mul, mul_smul_comm, smul_mul_assoc, hr, one_mul,
      neg_smul] at e
    rw [← neg_sub, ← e, neg_neg]

/-- One particle with `[x, p] = i`, `x` invertible with inverse `y`, and potential `g x⁻²`:
the operator `A = H - w² C + i w D` obeys `K A - A K = 2 w A` with `K = H + w² C`. -/
theorem inverse_square_breathing {x p y H C D : R} (hxp : x * p - p * x = I • (1 : R))
    (hxy : x * y = 1) (hyx : y * x = 1) (g w : ℂ)
    (hH : H = (1 / 2 : ℂ) • p ^ 2 + g • y ^ 2) (hC : C = (1 / 2 : ℂ) • x ^ 2)
    (hD : D = (1 / 2 : ℂ) • (x * p + p * x)) :
    (H + w ^ 2 • C) * (H - w ^ 2 • C + (I * w) • D)
      - (H - w ^ 2 • C + (I * w) • D) * (H + w ^ 2 • C)
      = (2 * w) • (H - w ^ 2 • C + (I * w) • D) := by
  have hc : Canonical (fun _ : Unit => x) (fun _ : Unit => p) :=
    ⟨fun _ _ => by rw [if_pos (Subsingleton.elim _ _)]; exact hxp,
      fun _ _ => Commute.refl _, fun _ _ => Commute.refl _⟩
  have hV := inverse_square_scaleInvariant (κ := Unit) hc (fun _ _ => 1) (fun _ => y)
    (fun _ => g) (fun _ => by simpa using hxy) (fun _ => by simpa using hyx)
  have h := breathing_mode hc hV w
  simp only [trapped, breathing, hamiltonian, sizeOp, dilation, Finset.univ_unique,
    Finset.sum_singleton] at h
  rw [hH, hC, hD]
  exact h

/-- Multiplication by the coordinate, acting on Laurent coefficients. -/
def laurentX : Module.End ℂ (ℤ → ℂ) where
  toFun f n := f (n - 1)
  map_add' _ _ := rfl
  map_smul' _ _ := rfl

/-- Division by the coordinate, acting on Laurent coefficients. -/
def laurentY : Module.End ℂ (ℤ → ℂ) where
  toFun f n := f (n + 1)
  map_add' _ _ := rfl
  map_smul' _ _ := rfl

/-- The momentum `-i d/dx`, acting on Laurent coefficients. -/
def laurentP : Module.End ℂ (ℤ → ℂ) where
  toFun f n := -I * ((n : ℂ) + 1) * f (n + 1)
  map_add' f g := by
    funext n
    simp only [Pi.add_apply]
    ring
  map_smul' c f := by
    funext n
    simp only [Pi.smul_apply, smul_eq_mul, RingHom.id_apply]
    ring

/-- On Laurent coefficients the coordinate and momentum satisfy `[x, p] = i`, and the
coordinate is invertible. -/
theorem inverse_square_breathing_witness :
    laurentX * laurentP - laurentP * laurentX = I • (1 : Module.End ℂ (ℤ → ℂ)) ∧
    laurentX * laurentY = 1 ∧ laurentY * laurentX = 1 := by
  have h1 : ∀ n : ℤ, n - 1 + 1 = n := fun n => by ring
  have h2 : ∀ n : ℤ, n + 1 - 1 = n := fun n => by ring
  refine ⟨?_, ?_, ?_⟩ <;> refine LinearMap.ext fun f => funext fun n => ?_
  · change -I * (((n - 1 : ℤ) : ℂ) + 1) * f (n - 1 + 1)
      - -I * ((n : ℂ) + 1) * f (n + 1 - 1) = I * f n
    rw [h1, h2]
    push_cast
    ring
  · change f (n - 1 + 1) = f n
    rw [h1]
  · change f (n + 1 - 1) = f n
    rw [h2]

end

end ScaleInvariantBreathing
```

```lean
#print axioms ScaleInvariantBreathing.breathing_mode
#print axioms ScaleInvariantBreathing.breathing_tower
#print axioms ScaleInvariantBreathing.size_oscillation
#print axioms ScaleInvariantBreathing.inverse_square_breathing
```

```
'ScaleInvariantBreathing.breathing_mode' depends on axioms: [propext, Classical.choice, Quot.sound]
'ScaleInvariantBreathing.breathing_tower' depends on axioms: [propext, Classical.choice, Quot.sound]
'ScaleInvariantBreathing.size_oscillation' depends on axioms: [propext, Classical.choice, Quot.sound]
'ScaleInvariantBreathing.inverse_square_breathing' depends on axioms: [propext, Classical.choice, Quot.sound]
```

## How the lemmas fit together

`weight_sq` and `weight_sum` carry scaling weights to squares and linear combinations. `dilation_coordinates` computes $[D,x_j]$ and $[D,p_j]$ term by term; only the term $i=j$ survives. `scaling_algebra` assembles the three commutators among $H$, $C$ and $D$.

In `breathing_mode`, `generalize` then treats $H,C,D$ as plain symbols. The identity `e` is the expansion of $[K,A]$ above, `e1` and `e2` use $i^2=-1$, and `module` collects the coefficients. `size_oscillation` has the same structure, and `breathing_tower` is an induction on $n$. Elsewhere `noncomm_ring` checks product expansions without reordering factors.

`inverse_square_scaleInvariant` follows the calculation for $q^{-1}$, with `y k` as the inverse of the $k$-th form. `inverse_square_breathing` applies the general theorem with a single index.

With at least one coordinate, the canonical relations have no realisation by finite matrices of nonzero size, since the trace of a commutator vanishes. `inverse_square_breathing_witness` therefore uses two-sided sequences, read as Laurent coefficients: $x$ and $x^{-1}$ shift them, and $p$ acts as $-i\,d/dx$.
